# At supercell wavevectors, the structure factor of a repeated cell is the cell's value times the number of copies, or zero

For charges q_j at positions r_j, the structure factor is S(k) = ∑_j q_j exp(I k·r_j), where I is the imaginary unit, the exponent carries a plus sign and the sum is not divided by the number of particles. A supercell repeats the cell N_i times along each lattice vector A_i, and the file below evaluates its structure factor at every k for which each N_i (k·A_i) is an integer multiple of 2π.

```lean
import Mathlib

open scoped Real Matrix

namespace SupercellSelectionRule

noncomputable section

variable {ι κ J : Type*} [Fintype ι] [Fintype κ] [DecidableEq κ] [Fintype J]

/-- The structure factor `S(k) = ∑ q_j exp(i k·r_j)` of finitely many point charges. -/
def structureFactor {P : Type*} [Fintype P] (q : P → ℝ) (r : P → ι → ℝ) (k : ι → ℝ) : ℂ :=
  ∑ j, (q j : ℂ) * Complex.exp (Complex.I * ((k ⬝ᵥ r j : ℝ) : ℂ))

/-- The structure factor of the supercell in which the cell is repeated `N i` times along
each lattice vector `A i`. -/
def supercellFactor (N : κ → ℕ) (A : κ → ι → ℝ) (q : J → ℝ) (r : J → ι → ℝ)
    (k : ι → ℝ) : ℂ :=
  structureFactor (fun p : J × (∀ i, Fin (N i)) => q p.1)
    (fun p => r p.1 + ∑ i, ((p.2 i : ℕ) : ℝ) • A i) k

/-- The vectors `b i` are reciprocal to the lattice vectors `A j`: `b i · A j = 2π δ_ij`. -/
def IsReciprocalBasis (A b : κ → ι → ℝ) : Prop :=
  ∀ i j, b i ⬝ᵥ A j = if i = j then 2 * π else 0

/-- The wavevector `∑ (l i / N i) b i` of the supercell with `N i` copies along direction `i`. -/
def waveVector (b : κ → ι → ℝ) (N : κ → ℕ) (l : κ → ℤ) : ι → ℝ :=
  ∑ i, ((l i : ℝ) / (N i : ℝ)) • b i

/-- If `N` successive phase steps `θ` add up to `2π l`, the phase factors `exp(i m θ)` of the copies
`m = 0, …, N - 1` sum to `N` when `N` divides `l` and to zero otherwise. -/
theorem phase_sum {N : ℕ} {θ : ℝ} {l : ℤ} (h : (N : ℝ) * θ = 2 * π * (l : ℝ)) :
    ∑ m : Fin N, Complex.exp (Complex.I * ((((m : ℕ) : ℝ) * θ : ℝ) : ℂ)) =
      if (N : ℤ) ∣ l then (N : ℂ) else 0 := by
  rcases Nat.eq_zero_or_pos N with rfl | hN
  · simp
  have hN0 : (N : ℝ) ≠ 0 := by positivity
  have hpow : ∀ m : ℕ, Complex.exp (Complex.I * (((m : ℝ) * θ : ℝ) : ℂ)) =
      Complex.exp (Complex.I * (θ : ℂ)) ^ m := by
    intro m
    rw [← Complex.exp_nat_mul]
    congr 1
    push_cast
    ring
  -- the sum over copies is a geometric sum
  rw [Finset.sum_congr rfl (fun (m : Fin N) _ => hpow (m : ℕ)),
    Fin.sum_univ_eq_sum_range (fun m => Complex.exp (Complex.I * (θ : ℂ)) ^ m) N]
  split_ifs with hd
  · obtain ⟨n, rfl⟩ := hd
    have hθ : θ = 2 * π * (n : ℝ) := by
      apply mul_left_cancel₀ hN0
      rw [h]
      push_cast
      ring
    have hz : Complex.exp (Complex.I * (θ : ℂ)) = 1 :=
      Complex.exp_eq_one_iff.mpr ⟨n, by rw [hθ]; push_cast; ring⟩
    rw [hz]
    simp
  · have hz : Complex.exp (Complex.I * (θ : ℂ)) ≠ 1 := by
      intro hz
      obtain ⟨n, hn⟩ := Complex.exp_eq_one_iff.mp hz
      have hc : (θ : ℂ) = (((n : ℝ) * (2 * π) : ℝ) : ℂ) := by
        apply mul_left_cancel₀ Complex.I_ne_zero
        rw [hn]
        push_cast
        ring
      have hθ : θ = (n : ℝ) * (2 * π) := Complex.ofReal_injective hc
      have hl : (l : ℝ) = (N : ℝ) * (n : ℝ) := by
        apply mul_left_cancel₀ (show (2 * π : ℝ) ≠ 0 by positivity)
        rw [← h, hθ]
        ring
      exact hd ⟨n, by exact_mod_cast hl⟩
    have h1 : Complex.exp (Complex.I * (θ : ℂ)) ^ N = 1 := by
      rw [← hpow N, h]
      exact Complex.exp_eq_one_iff.mpr ⟨l, by push_cast; ring⟩
    rw [geom_sum_eq hz, h1]
    simp

omit [DecidableEq κ] in
/-- The scalar product with a combination of vectors is the combination of scalar products. -/
theorem dot_combination (k : ι → ℝ) (c : κ → ℝ) (A : κ → ι → ℝ) :
    k ⬝ᵥ (∑ i, c i • A i) = ∑ i, c i * (k ⬝ᵥ A i) := by
  simp only [dotProduct, Finset.sum_apply, Pi.smul_apply, smul_eq_mul, Finset.mul_sum]
  rw [Finset.sum_comm]
  exact Finset.sum_congr rfl fun i _ => Finset.sum_congr rfl fun j _ => by ring

/-- Supercell selection rule: at a wavevector with `N i (k · A i) = 2π l i`, the supercell
structure factor is the number of copies times that of the cell if every `N i` divides `l i`,
and zero otherwise. -/
theorem supercell_selection_rule (N : κ → ℕ) (A : κ → ι → ℝ) (q : J → ℝ) (r : J → ι → ℝ)
    (k : ι → ℝ) (l : κ → ℤ) (hk : ∀ i, (N i : ℝ) * (k ⬝ᵥ A i) = 2 * π * (l i : ℝ)) :
    supercellFactor N A q r k =
      if ∀ i, (N i : ℤ) ∣ l i then (∏ i, (N i : ℂ)) * structureFactor q r k else 0 := by
  -- the phase of a translated charge factors over the lattice directions
  have key : ∀ (j : J) (m : ∀ i, Fin (N i)),
      Complex.exp (Complex.I * ((k ⬝ᵥ (r j + ∑ i, ((m i : ℕ) : ℝ) • A i) : ℝ) : ℂ)) =
      Complex.exp (Complex.I * ((k ⬝ᵥ r j : ℝ) : ℂ)) *
        ∏ i, Complex.exp (Complex.I * ((((m i : ℕ) : ℝ) * (k ⬝ᵥ A i) : ℝ) : ℂ)) := by
    intro j m
    rw [← Complex.exp_sum, ← Complex.exp_add, dotProduct_add, dot_combination,
      Complex.ofReal_add, Complex.ofReal_sum, mul_add, Finset.mul_sum]
  -- the sum over all copies is a product of one-directional phase sums
  have hsum : ∑ m : (∀ i, Fin (N i)),
      ∏ i, Complex.exp (Complex.I * ((((m i : ℕ) : ℝ) * (k ⬝ᵥ A i) : ℝ) : ℂ)) =
      ∏ i, (if (N i : ℤ) ∣ l i then (N i : ℂ) else 0) := by
    rw [← Finset.prod_congr rfl (fun i _ => phase_sum (hk i)), Finset.prod_univ_sum,
      Fintype.piFinset_univ]
  have hfac : supercellFactor N A q r k =
      structureFactor q r k * ∏ i, (if (N i : ℤ) ∣ l i then (N i : ℂ) else 0) := by
    unfold supercellFactor structureFactor
    rw [Fintype.sum_prod_type, Finset.sum_mul]
    refine Finset.sum_congr rfl fun j _ => ?_
    rw [← hsum, Finset.mul_sum]
    refine Finset.sum_congr rfl fun m _ => ?_
    rw [key j m, mul_assoc]
  rw [hfac]
  split_ifs with hd
  · rw [Finset.prod_congr rfl (fun i _ => if_pos (hd i)), mul_comm]
  · obtain ⟨i, hi⟩ := not_forall.mp hd
    rw [Finset.prod_eq_zero (Finset.mem_univ i) (if_neg hi), mul_zero]

/-- The rule for a chain: with `N` copies of a cell of length `a`, the structure factor at
`k = 2π l / (N a)` is `N` times that of the cell if `N` divides `l`, and zero otherwise. -/
theorem chain_selection_rule (N : ℕ) {a : ℝ} (ha : 0 < a) (q x : J → ℝ) (l : ℤ) :
    ∑ j, ∑ m : Fin N, (q j : ℂ) * Complex.exp (Complex.I *
        ((2 * π * (l : ℝ) / ((N : ℝ) * a) * (x j + ((m : ℕ) : ℝ) * a) : ℝ) : ℂ)) =
      if (N : ℤ) ∣ l then (N : ℂ) * ∑ j, (q j : ℂ) * Complex.exp (Complex.I *
        ((2 * π * (l : ℝ) / ((N : ℝ) * a) * x j : ℝ) : ℂ)) else 0 := by
  rcases Nat.eq_zero_or_pos N with rfl | hN
  · simp
  have hN0 : (N : ℝ) ≠ 0 := by positivity
  have hk : (N : ℝ) * (2 * π * (l : ℝ) / ((N : ℝ) * a) * a) = 2 * π * (l : ℝ) := by
    field_simp
  generalize 2 * π * (l : ℝ) / ((N : ℝ) * a) = k at hk ⊢
  have h : ∀ j, ∑ m : Fin N, (q j : ℂ) * Complex.exp (Complex.I *
      ((k * (x j + ((m : ℕ) : ℝ) * a) : ℝ) : ℂ)) =
      (q j : ℂ) * Complex.exp (Complex.I * ((k * x j : ℝ) : ℂ)) *
        (if (N : ℤ) ∣ l then (N : ℂ) else 0) := by
    intro j
    rw [← phase_sum hk, Finset.mul_sum]
    refine Finset.sum_congr rfl fun m _ => ?_
    rw [mul_assoc, ← Complex.exp_add]
    congr 2
    push_cast
    ring
  rw [Finset.sum_congr rfl (fun j _ => h j), ← Finset.sum_mul]
  split_ifs
  · rw [mul_comm]
  · rw [mul_zero]

/-- If the `b i` are reciprocal to the `A i` and every `N i` is positive, the wavevector `k = ∑ (l j
/ N j) b j` satisfies `N i (k · A i) = 2π l i` for each `i`. -/
theorem waveVector_dot {A b : κ → ι → ℝ} (hb : IsReciprocalBasis A b) {N : κ → ℕ}
    (hN : ∀ i, 0 < N i) (l : κ → ℤ) (i : κ) :
    (N i : ℝ) * (waveVector b N l ⬝ᵥ A i) = 2 * π * (l i : ℝ) := by
  have hNi : (N i : ℝ) ≠ 0 := Nat.cast_ne_zero.mpr (hN i).ne'
  have h : waveVector b N l ⬝ᵥ A i = (l i : ℝ) / (N i : ℝ) * (2 * π) := by
    unfold waveVector
    rw [dotProduct_comm, dot_combination, Finset.sum_eq_single i]
    · rw [dotProduct_comm, hb i i, if_pos rfl]
    · intro j _ hj
      rw [dotProduct_comm, hb j i, if_neg hj, mul_zero]
    · intro hi
      exact absurd (Finset.mem_univ i) hi
  rw [h]
  field_simp

/-- The skew planar cell with lattice vectors `(1, 0)` and `(1, 2)` has the reciprocal vectors
`(2π, -π)` and `(0, π)`. -/
theorem isReciprocalBasis_witness :
    IsReciprocalBasis (![![1, 0], ![1, 2]] : Fin 2 → Fin 2 → ℝ)
      ![![2 * π, -π], ![0, π]] := by
  intro i j
  fin_cases i <;> fin_cases j <;> simp [dotProduct, Fin.sum_univ_two] <;> ring

/-- If the reciprocal-space sum of `w(k) |S(k)|²` over the cell's wavevectors converges to `E`,
the supercell sum, with `w` divided by the number of copies, converges to that number
times `E`. -/
theorem reciprocal_energy_extensive {A b : κ → ι → ℝ} (hb : IsReciprocalBasis A b)
    {N : κ → ℕ} (hN : ∀ i, 0 < N i) (q : J → ℝ) (r : J → ι → ℝ) (w : (ι → ℝ) → ℝ) {E : ℝ}
    (hE : HasSum (fun n : κ → ℤ => w (waveVector b (fun _ => 1) n) *
      ‖structureFactor q r (waveVector b (fun _ => 1) n)‖ ^ 2) E) :
    HasSum (fun l : κ → ℤ => w (waveVector b N l) / (∏ i, (N i : ℝ)) *
      ‖supercellFactor N A q r (waveVector b N l)‖ ^ 2) ((∏ i, (N i : ℝ)) * E) := by
  have hN0 : ∀ i, (N i : ℝ) ≠ 0 := fun i => Nat.cast_ne_zero.mpr (hN i).ne'
  have hP : (∏ i, (N i : ℝ)) ≠ 0 := Finset.prod_ne_zero_iff.mpr fun i _ => hN0 i
  have hnorm : ‖∏ i, (N i : ℂ)‖ = ∏ i, (N i : ℝ) := by
    rw [norm_prod]
    exact Finset.prod_congr rfl fun i _ => Complex.norm_natCast (N i)
  have hg : Function.Injective (fun (n : κ → ℤ) (i : κ) => (N i : ℤ) * n i) := by
    intro n n' h
    funext i
    have hi : (N i : ℤ) * n i = (N i : ℤ) * n' i := congrFun h i
    exact mul_left_cancel₀ (Int.natCast_ne_zero.mpr (hN i).ne') hi
  refine (Function.Injective.hasSum_iff hg ?_).mp ?_
  · -- wavevectors that do not belong to the original cell are extinct
    intro l hl
    have hd : ¬ ∀ i, (N i : ℤ) ∣ l i := by
      intro hd
      choose n hn using hd
      exact hl ⟨n, funext fun i => (hn i).symm⟩
    rw [supercell_selection_rule N A q r _ l (waveVector_dot hb hN l), if_neg hd]
    simp
  · -- the remaining wavevectors are those of the original cell
    have hE' : HasSum (fun n : κ → ℤ => (∏ i, (N i : ℝ)) *
        (w (waveVector b (fun _ => 1) n) *
          ‖structureFactor q r (waveVector b (fun _ => 1) n)‖ ^ 2))
        ((∏ i, (N i : ℝ)) * E) := hE.mul_left _
    have hfun : (fun n : κ → ℤ => w (waveVector b N (fun i => (N i : ℤ) * n i)) /
        (∏ i, (N i : ℝ)) *
          ‖supercellFactor N A q r (waveVector b N (fun i => (N i : ℤ) * n i))‖ ^ 2) =
        fun n : κ → ℤ => (∏ i, (N i : ℝ)) * (w (waveVector b (fun _ => 1) n) *
          ‖structureFactor q r (waveVector b (fun _ => 1) n)‖ ^ 2) := by
      funext n
      have hv : waveVector b N (fun i => (N i : ℤ) * n i) = waveVector b (fun _ => 1) n := by
        unfold waveVector
        refine Finset.sum_congr rfl fun i _ => ?_
        congr 1
        have := hN0 i
        push_cast
        field_simp
      have hS : supercellFactor N A q r (waveVector b N (fun i => (N i : ℤ) * n i)) =
          (∏ i, (N i : ℂ)) *
            structureFactor q r (waveVector b N (fun i => (N i : ℤ) * n i)) :=
        (supercell_selection_rule N A q r _ (fun i => (N i : ℤ) * n i)
          (waveVector_dot hb hN _)).trans (if_pos fun i => dvd_mul_right (N i : ℤ) (n i))
      rw [hS, hv, norm_mul, hnorm]
      generalize (∏ i, (N i : ℝ)) = P at hP ⊢
      field_simp
    rw [← hfun] at hE'
    exact hE'

end

end SupercellSelectionRule
```

```lean
#print axioms SupercellSelectionRule.supercell_selection_rule
-- 'SupercellSelectionRule.supercell_selection_rule' depends on axioms: [propext, Classical.choice, Quot.sound]
#print axioms SupercellSelectionRule.chain_selection_rule
-- 'SupercellSelectionRule.chain_selection_rule' depends on axioms: [propext, Classical.choice, Quot.sound]
#print axioms SupercellSelectionRule.reciprocal_energy_extensive
-- 'SupercellSelectionRule.reciprocal_energy_extensive' depends on axioms: [propext, Classical.choice, Quot.sound]
```

## The rule for a chain and for a general cell

`chain_selection_rule` treats a cell of length a > 0 with charges q_j at x_j. Its copies are numbered m = 0, …, N−1 and shifted by m a. For any integer l, at the wavevector

k = 2π l / (N a),

the sum over all charges in all copies equals N ∑_j q_j exp(I k x_j) if N divides l, and zero if it does not. The physical case is N ≥ 1; for N = 0 there are no charges and both sides vanish.

`supercell_selection_rule` is the version for several directions. Suppose there are integers l_i with

N_i (k·A_i) = 2π l_i for every direction i.

Then the supercell structure factor is (∏_i N_i) S(k) if every N_i divides its l_i, and zero if at least one does not. The first case does not promise a nonzero value, because S(k) of the cell may itself vanish, as it does at k = 0 for a neutral cell.

With two copies of a chain, k = π l / a and the second copy carries the extra phase exp(I π l) = (−1)^l. The copies cancel for odd l and add for even l. With one copy, every l is divisible by N = 1 and the rule returns the structure factor of the cell.

## Cells, copies and wavevectors in Lean

The type `J` labels the charges of the cell, `κ` the lattice directions and `ι` the Cartesian components; all three are finite. The expression `k ⬝ᵥ r j` is the ordinary scalar product. A particle of the supercell is a pair: a charge of the cell and a tuple of copy numbers m_i, each in `Fin (N i)` and hence running from 0 to N_i − 1. `supercellFactor` is `structureFactor` applied to these pairs, with each charge displaced by ∑_i m_i A_i.

The condition on k says that the plane wave exp(I k·r) is unchanged when r is shifted by a full supercell period N_i A_i. These are the plane waves compatible with periodic boundary conditions on the supercell. The selection rule needs nothing else from the lattice vectors, which may be skew.

Such wavevectors can be built from reciprocal vectors b_i. `IsReciprocalBasis` fixes the convention b_i·A_j = 2π δ_ij, with the factor 2π included, and `waveVector b N l` is

k_l = ∑_i (l_i / N_i) b_i.

Setting all N_i to 1 gives the wavevectors of the original cell. `isReciprocalBasis_witness` supplies a skew example in the plane, with lattice vectors (1, 0) and (1, 2).

The copies are exact: thermal displacements, defects or changed charges in one copy destroy the cancellation in general. The charges are finitely many real point charges.

## Why the copies add or cancel

Take N ≥ 1 copies whose successive phases differ by θ, with N θ = 2π l. Put z = exp(I θ). The phase factor of copy m is exp(I m θ) = z^m, so the sum over copies is geometric:

∑_{m=0}^{N−1} z^m.

If N divides l, write l = N n. Then θ = 2π n, z = 1, and the sum is N.

If N does not divide l, then z ≠ 1. Indeed, z = 1 would mean θ = 2π n for some integer n, and N θ = 2π l would give l = N n. On the other hand z^N = exp(2π I l) = 1, so

∑_{m=0}^{N−1} z^m = (z^N − 1)/(z − 1) = 0.

This is `phase_sum`. Its Lean proof follows the same split: `Complex.exp_eq_one_iff` translates between z = 1 and θ being a multiple of 2π, and `geom_sum_eq` gives the closed form in the second case.

For the chain, θ = k a, and the condition N k a = 2π l follows from the definition of k. Each charge contributes q_j exp(I k x_j) times the same phase sum, which can be taken out of the sum over j. That proves `chain_selection_rule`.

In several directions the phase of a displaced charge splits, because the scalar product is linear (`dot_combination`):

k·(r_j + ∑_i m_i A_i) = k·r_j + ∑_i m_i (k·A_i).

The exponential of this sum is a product. Summing over all tuples m then gives

∑_j q_j exp(I k·r_j) ∏_i [ ∑_{m_i=0}^{N_i−1} exp(I m_i (k·A_i)) ].

The first factor is S(k). By the phase sum with θ = k·A_i, each bracket is N_i if N_i divides l_i and zero otherwise. A single zero bracket removes the whole expression; if there is none, the product is ∏_i N_i.

In the proof of `supercell_selection_rule`, `key` is the splitting of the phase and `hsum` turns the sum over tuples into a product of sums, using `Finset.prod_univ_sum`. `hfac` combines them, and the final case distinction evaluates the product.

## From the structure factor to the reciprocal-space energy

The wavevectors k_l satisfy the condition of the rule. In the scalar product with A_i only the term with b_i survives, so

k_l·A_i = (l_i / N_i) 2π,

and multiplication by N_i gives 2π l_i. This is `waveVector_dot`, which assumes every N_i to be positive.

Now let w(k) be a real weight and suppose that the sum of w(k) |S(k)|² over the wavevectors of the cell converges to E. `reciprocal_energy_extensive` states that the corresponding supercell sum, with weight w(k)/∏_i N_i, converges to (∏_i N_i) E. In an Ewald sum for a fully periodic crystal, w contains the Coulomb factor 1/k², the Gaussian damping and the inverse cell volume, and is set to zero at k = 0. Dividing it by the number of copies accounts for the larger volume. Convergence for the cell is a hypothesis here, in the sense of `HasSum`, which does not depend on the order of the terms.

To see the scaling, write P = ∏_i N_i. The only supercell terms that can be nonzero have l_i = N_i n_i with integers n_i. Their wavevectors are

k_l = ∑_i (N_i n_i / N_i) b_i = ∑_i n_i b_i,

which are the wavevectors of the original cell. Each such term equals

(w(k)/P) |P S(k)|² = P w(k) |S(k)|²,

and the sum over all n is P E.

The Lean proof uses the map that sends n to the tuple with entries N_i n_i. It is injective because the N_i are positive, and `Function.Injective.hasSum_iff` permits restricting the supercell sum to its image once all other terms are known to vanish. The selection rule supplies those zeros, and `hfun` identifies the remaining terms with P times those of the cell.

## Checking an Ewald code with a supercell

For exact copies of a cell of point charges, the result gives a direct test of an Ewald implementation that computes S(k) by summing over the charges. Compute the structure factor of the supercell at its wavevectors up to a chosen cutoff: those with some l_i not divisible by N_i should give zero up to rounding, and the reciprocal-space energy per cell should agree with that of the single cell.

For the comparison, use the same w apart from the volume factor, with the same Gaussian splitting parameter and the same cutoff in k in both runs. Such a cutoff is covered by the theorem, since w may be set to zero beyond it. If the code limits the integers l_i instead, multiplying the limit along direction i by N_i keeps the same wavevectors of the original cell. With an unchanged nonzero limit and N_i > 1, the supercell run would omit wavevectors that the cell run includes.
